# 2N + 1 gradients give the semidiagonal cubic constants of a quartic force field exactly

## Is there really no truncation error?

A molecule in its vibrational ground state does not sit, on average, at the minimum of its potential. Anharmonicity shifts the mean geometry, and the NMR shielding constants shift with it. To leading order, the displacement along normal coordinate k is proportional to a sum over the modes j of the semidiagonal cubic force constants φ_jjk at the minimum, each weighted by the harmonic mean square amplitude of mode j. I compute these from gradients: one at the reference geometry, and two more for each mode, displaced by a step h forwards and backwards.

I have been told that if the potential is a polynomial of total degree at most 4, the second central difference of these gradients gives φ_jjk with no truncation error, at any geometry and for any nonzero step. Finite differences usually carry an error that grows with h, so I would like to see a full proof, and one that a machine has checked. Do 2N + 1 gradients then fix all the φ_jjk for N modes?

## Yes, because the gradient is cubic along every line

Write x_0, …, x_(N−1) for the normal coordinates, D_k for the partial derivative with respect to x_k, and e_j for the unit vector along mode j. Let q be the reference geometry and V the potential, a real polynomial of total degree at most 4. The claim is

D_kV(q + h e_j) + D_kV(q − h e_j) − 2 D_kV(q) = h² D_jD_jD_kV(q).

Differentiating a monomial with respect to x_k either gives zero or lowers its total degree by one. The gradient component g = D_kV therefore has total degree at most 3. Follow it along mode j:

f(t) = g(q + t e_j).

Each coordinate is at most linear in t on this line, so f is a polynomial in t of degree at most 3:

f(t) = a_0 + a_1 t + a_2 t² + a_3 t³.

Only x_j changes along the line, and it changes at unit rate. By the chain rule, each derivative of f with respect to t is therefore a derivative D_j of g. Setting t = 0 gives

a_0 = g(q),

a_1 = D_jg(q),

2 a_2 = D_jD_jg(q),

6 a_3 = D_jD_jD_jg(q).

The Taylor expansion thus stops at third order:

g(q + t e_j) = g(q) + t D_jg(q) + (t²/2) D_jD_jg(q) + (t³/6) D_jD_jD_jg(q).

Take t = h and t = −h and add. The first-order and third-order terms cancel, which leaves

g(q + h e_j) + g(q − h e_j) = 2 g(q) + h² D_jD_jg(q).

Since g = D_kV, this is the claim. For h ≠ 0, division by h² gives φ_jjk = D_jD_jD_kV(q). One pair of displaced gradients serves every k at once, so the reference and N pairs are enough.

## Two modes with a large step

Number the modes 0 and 1, and take

V = x_0² + x_1² + 3 x_0² x_1 + 2 x_0³ x_1.

With j = 0 and k = 1, the gradient component is

D_1V = 2 x_1 + 3 x_0² + 2 x_0³.

At q = (1, 0) with h = 2, the displaced geometries are (3, 0) and (−1, 0). The gradient components there are 81 and 1, and at q the value is 5. The second difference is

81 + 1 − 2 · 5 = 72.

Division by h² = 4 gives 18. Direct differentiation gives D_0D_0D_1V = 6 + 12 x_0, which is also 18 at q.

## The Hessian from the same gradients is not exact

It would be wrong to expect the same exactness from the first central difference. Subtracting the two expansions gives

D_kV(q + h e_j) − D_kV(q − h e_j) = 2h D_jD_kV(q) + (h³/3) D_jD_jD_jD_kV(q).

The quartic constant remains. In the example the difference is 81 − 1 = 80, and division by 2h = 4 suggests a Hessian element of 20. The true value is D_0D_1V = 6 x_0 + 6 x_0² = 12. The excess comes from the quartic term, which contributes (8/3) · 12 = 32 to the difference, or 8 after the division.

## What the Lean theorems say

The potential is `V : MvPolynomial (Fin N) ℝ`, a real polynomial in N variables numbered from 0 to N − 1. A geometry is a function `q : Fin N → ℝ`, one number per mode, and `displace q j t` is q + t e_j. The partial derivative `pderiv k V` is the formal derivative of the polynomial. Evaluating it at q gives `grad V q k`, and evaluating a threefold derivative gives `cubicConstant V q i j k`.

This fixes a convention: a cubic constant is a derivative, not a coefficient in the expansion of V. A term c x_j² x_k with k ≠ j contributes 2c to φ_jjk, and a term c x_j³ contributes 6c to φ_jjj.

The main theorem, `gradient_second_difference`, states the claim for every q, every real h and all j and k, including j = k. Its one hypothesis is `V.totalDegree ≤ 4`. Physically, this says that the potential is a quartic force field in the normal coordinates, with no quintic or higher terms. A force field that is quartic in bond lengths and angles is in general not a polynomial in the normal coordinates, and then the theorem does not apply. The reference need not be a stationary point, and the Hessian need not be diagonal there. The companion `gradient_first_difference` is the formula with the Hessian.

The counting takes two theorems. `stencil q h` is the set containing q and all its displacements by h and −h, and `stencil_card_le` bounds its size by 2N + 1. `cubicConstant_determined` says that for h ≠ 0, two potentials of total degree at most 4 with equal gradients on this set have equal φ_jjk at q, for all j and k.

Finally, `quintic_error` treats the potential x_j⁵. There the second difference exceeds h² φ_jjj by 10h⁴ at every geometry, so the estimate of φ_jjj itself is too large by 10h². The degree bound in the main theorem therefore cannot be raised to 5 once there is at least one mode.

Cubic constants with three different modes are not covered, and neither are numerical noise in the gradients or the vibrational average of the shielding. For NMR work the result means that, within a quartic force field, the step size introduces no truncation error into the semidiagonal constants used for the leading-order shift of the geometry. A real potential surface has higher terms, and for it the step still matters.

```lean
import Mathlib

open MvPolynomial

namespace SemidiagonalCubicConstants

noncomputable section

variable {N : ℕ}

/-- The geometry reached from `q` by moving a distance `t` along normal coordinate `j`. -/
def displace (q : Fin N → ℝ) (j : Fin N) (t : ℝ) : Fin N → ℝ := q + Pi.single j t

/-- The `k`-th component of the gradient of the potential `V` at the geometry `q`. -/
def grad (V : MvPolynomial (Fin N) ℝ) (q : Fin N → ℝ) (k : Fin N) : ℝ :=
  eval q (pderiv k V)

/-- The cubic force constant of `V` at `q`: the third partial derivative along
modes `i`, `j` and `k`. -/
def cubicConstant (V : MvPolynomial (Fin N) ℝ) (q : Fin N → ℝ) (i j k : Fin N) : ℝ :=
  eval q (pderiv i (pderiv j (pderiv k V)))

/-- The restriction of a polynomial in the normal coordinates to the line through `q`
along mode `j`, as a polynomial in the displacement. -/
def cut (q : Fin N → ℝ) (j : Fin N) : MvPolynomial (Fin N) ℝ →ₐ[ℝ] Polynomial ℝ :=
  aeval fun i => Polynomial.C ((Pi.single j 1 : Fin N → ℝ) i) * Polynomial.X
    + Polynomial.C (q i)

/-- The value of the restricted polynomial at displacement `t` is the value of the original
polynomial at the displaced geometry. -/
theorem eval_cut (q : Fin N → ℝ) (j : Fin N) (P : MvPolynomial (Fin N) ℝ) (t : ℝ) :
    (cut q j P).eval t = eval (displace q j t) P := by
  induction P using MvPolynomial.induction_on
  next a =>
    simp [cut]
  next p r hp hr =>
    simp only [map_add, Polynomial.eval_add, hp, hr]
  next p i hp =>
    have hX : (cut q j (X i)).eval t = eval (displace q j t) (X i) := by
      rcases eq_or_ne i j with rfl | hij
      · simp [cut, displace, add_comm]
      · simp [cut, displace, hij]
    simp only [map_mul, Polynomial.eval_mul, hp, hX]

/-- Differentiating the restricted polynomial with respect to the displacement is the same as
restricting the partial derivative along mode `j`. -/
theorem derivative_cut (q : Fin N → ℝ) (j : Fin N) (P : MvPolynomial (Fin N) ℝ) :
    Polynomial.derivative (cut q j P) = cut q j (pderiv j P) := by
  induction P using MvPolynomial.induction_on
  next a =>
    simp [cut]
  next p r hp hr =>
    simp only [map_add, hp, hr]
  next p i hp =>
    have hX : Polynomial.derivative (cut q j (X i)) = cut q j (pderiv j (X i)) := by
      rcases eq_or_ne i j with rfl | hij
      · simp [cut]
      · simp [cut, pderiv_X_of_ne hij, hij]
    simp only [map_mul, Polynomial.derivative_mul, pderiv_mul, map_add, hp, hX]

/-- Each gradient component of a potential of total degree at most `n + 1` is a polynomial of
total degree at most `n`. -/
theorem totalDegree_gradient_le {n : ℕ} (V : MvPolynomial (Fin N) ℝ) (k : Fin N)
    (hV : V.totalDegree ≤ n + 1) : (pderiv k V).totalDegree ≤ n := by
  rw [← mem_restrictTotalDegree, V.as_sum, map_sum]
  refine Submodule.sum_mem _ fun s hs => ?_
  rw [pderiv_monomial, mem_restrictTotalDegree]
  by_cases hk : s k = 0
  · simp [hk]
  · -- a monomial that contains mode `k` loses exactly one power
    have h1 := (le_totalDegree hs).trans hV
    have hsum : s = (s - Finsupp.single k 1) + Finsupp.single k 1 :=
      (tsub_add_cancel_of_le
        (Finsupp.single_le_iff.2 (Nat.one_le_iff_ne_zero.2 hk))).symm
    rw [hsum, Finsupp.sum_add_index' (fun _ => rfl) (fun _ _ _ => rfl),
      Finsupp.sum_single_index rfl] at h1
    exact (totalDegree_monomial_le _ _).trans (Nat.le_of_succ_le_succ h1)

/-- For a polynomial of total degree at most 3, the Taylor expansion along one normal
coordinate is exact at third order. -/
theorem taylor_along_mode (P : MvPolynomial (Fin N) ℝ) (hP : P.totalDegree ≤ 3)
    (q : Fin N → ℝ) (j : Fin N) (t : ℝ) :
    eval (displace q j t) P = eval q P + t * eval q (pderiv j P)
      + t ^ 2 / 2 * eval q (pderiv j (pderiv j P))
      + t ^ 3 / 6 * eval q (pderiv j (pderiv j (pderiv j P))) := by
  have hdeg : (cut q j P).natDegree ≤ 3 * 1 := by
    unfold cut
    exact MvPolynomial.aeval_natDegree_le P hP _ (fun i => Polynomial.natDegree_linear_le)
  have hlt : (cut q j P).natDegree < 4 := by omega
  -- values at `q` are constant coefficients of the restricted polynomials
  have e : ∀ R : MvPolynomial (Fin N) ℝ, eval q R = (cut q j R).coeff 0 := by
    intro R
    rw [Polynomial.coeff_zero_eq_eval_zero, eval_cut]
    simp [displace]
  rw [← eval_cut, Polynomial.eval_eq_sum_range' hlt]
  simp only [e, ← derivative_cut, Polynomial.coeff_derivative, Finset.sum_range_succ,
    Finset.sum_range_zero, zero_add, Nat.reduceAdd]
  push_cast
  ring

/-- For a potential of total degree at most 4, the second central difference of the gradient
along mode `j` is exactly `h ^ 2` times the semidiagonal cubic constants. -/
theorem gradient_second_difference (V : MvPolynomial (Fin N) ℝ) (hV : V.totalDegree ≤ 4)
    (q : Fin N → ℝ) (h : ℝ) (j k : Fin N) :
    grad V (displace q j h) k + grad V (displace q j (-h)) k - 2 * grad V q k
      = h ^ 2 * cubicConstant V q j j k := by
  have hd := totalDegree_gradient_le (n := 3) V k hV
  unfold grad cubicConstant
  -- the odd orders cancel between the two displacements
  rw [taylor_along_mode _ hd q j h, taylor_along_mode _ hd q j (-h)]
  ring

/-- For a potential of total degree at most 4, the first central difference of the gradient
along mode `j` is a Hessian term plus a semidiagonal quartic term, exactly. -/
theorem gradient_first_difference (V : MvPolynomial (Fin N) ℝ) (hV : V.totalDegree ≤ 4)
    (q : Fin N → ℝ) (h : ℝ) (j k : Fin N) :
    grad V (displace q j h) k - grad V (displace q j (-h)) k
      = 2 * h * eval q (pderiv j (pderiv k V))
        + h ^ 3 / 3 * eval q (pderiv j (pderiv j (pderiv j (pderiv k V)))) := by
  have hd := totalDegree_gradient_le (n := 3) V k hV
  unfold grad
  rw [taylor_along_mode _ hd q j h, taylor_along_mode _ hd q j (-h)]
  ring

/-- The geometries at which gradients are computed: the reference `q` and the displacements
by `h` and `-h` along every normal coordinate. -/
def stencil (q : Fin N → ℝ) (h : ℝ) : Finset (Fin N → ℝ) :=
  insert q (Finset.univ.image (fun j => displace q j h)
    ∪ Finset.univ.image (fun j => displace q j (-h)))

/-- The stencil for `N` normal coordinates has at most `2 * N + 1` geometries. -/
theorem stencil_card_le (q : Fin N → ℝ) (h : ℝ) : (stencil q h).card ≤ 2 * N + 1 := by
  have h1 : (Finset.univ.image (fun j => displace q j h)).card ≤ N :=
    Finset.card_image_le.trans (by simp)
  have h2 : (Finset.univ.image (fun j => displace q j (-h))).card ≤ N :=
    Finset.card_image_le.trans (by simp)
  refine (Finset.card_insert_le _ _).trans ?_
  have h3 := Finset.card_union_le (Finset.univ.image (fun j => displace q j h))
    (Finset.univ.image (fun j => displace q j (-h)))
  omega

/-- For a nonzero step, two potentials of total degree at most 4 with the same gradients on the
stencil have the same semidiagonal cubic constants at `q`. -/
theorem cubicConstant_determined (V W : MvPolynomial (Fin N) ℝ) (hV : V.totalDegree ≤ 4)
    (hW : W.totalDegree ≤ 4) (q : Fin N → ℝ) {h : ℝ} (hh : h ≠ 0)
    (hgrad : ∀ x ∈ stencil q h, ∀ k, grad V x k = grad W x k) (j k : Fin N) :
    cubicConstant V q j j k = cubicConstant W q j j k := by
  apply mul_left_cancel₀ (pow_ne_zero 2 hh)
  rw [← gradient_second_difference V hV, ← gradient_second_difference W hW,
    hgrad q (by simp [stencil]) k, hgrad (displace q j h) (by simp [stencil]) k,
    hgrad (displace q j (-h)) (by simp [stencil]) k]

/-- For the quintic potential `X j ^ 5`, the second central difference along mode `j` of the `j`-th
gradient component differs from `h ^ 2` times the cubic constant by `10 * h ^ 4` at every geometry.
-/
theorem quintic_error (q : Fin N → ℝ) (h : ℝ) (j : Fin N) :
    grad (X j ^ 5) (displace q j h) j + grad (X j ^ 5) (displace q j (-h)) j
      - 2 * grad (X j ^ 5) q j
      = h ^ 2 * cubicConstant (X j ^ 5) q j j j + 10 * h ^ 4 := by
  simp only [grad, cubicConstant, Derivation.leibniz_pow, pderiv_X_self, smul_eq_mul,
    mul_one, map_nsmul, Nat.reduceSub]
  simp only [map_pow, eval_X, displace, Pi.add_apply, Pi.single_eq_same, nsmul_eq_mul]
  push_cast
  ring

end

end SemidiagonalCubicConstants
```

```lean
#print axioms SemidiagonalCubicConstants.gradient_first_difference
-- 'SemidiagonalCubicConstants.gradient_first_difference' depends on axioms: [propext, Classical.choice, Quot.sound]
#print axioms SemidiagonalCubicConstants.stencil_card_le
-- 'SemidiagonalCubicConstants.stencil_card_le' depends on axioms: [propext, Classical.choice, Quot.sound]
#print axioms SemidiagonalCubicConstants.cubicConstant_determined
-- 'SemidiagonalCubicConstants.cubicConstant_determined' depends on axioms: [propext, Classical.choice, Quot.sound]
#print axioms SemidiagonalCubicConstants.quintic_error
-- 'SemidiagonalCubicConstants.quintic_error' depends on axioms: [propext, Classical.choice, Quot.sound]
```

## From the line through q to the difference formula

The function f(t) of the derivation appears in Lean as `cut q j P`, where P is any polynomial in the normal coordinates. It substitutes x_j = q_j + t and x_i = q_i for every other mode i, and returns a polynomial in the single variable t.

Two lemmas connect it to the physics. `eval_cut` says that its value at t is the value of P at the displaced geometry. `derivative_cut` is the chain rule: differentiating with respect to t is the same as applying D_j first and then restricting to the line. Both are proved by induction on how P is built, from constants, sums and multiplication by one variable. In the last case the chain rule uses the product rule. For a single variable, the proofs distinguish the displaced mode from the others.

`totalDegree_gradient_le` is the degree count. It writes V as a sum of monomials and treats each one separately. If mode k is absent, the derivative is zero. Otherwise the proof splits one power of x_k off the exponents, so that what remains has total degree at most n when V has total degree at most n + 1. Polynomials of bounded total degree are closed under addition, so the bound passes to the whole sum.

`taylor_along_mode` is the terminating expansion for a polynomial of total degree at most 3. The restricted polynomial then has degree at most 3, so its value at t is a sum of four terms. The auxiliary statement `e` identifies the value of any polynomial at q with the constant coefficient of its restriction. Together with `derivative_cut`, this turns D_jP(q), D_jD_jP(q) and D_jD_jD_jP(q) into a_1, 2 a_2 and 6 a_3, as in the derivation. The tactic `ring` then confirms that the two sides agree.

For the main theorem, `totalDegree_gradient_le` with n = 3 shows that D_kV satisfies the hypothesis of the Taylor lemma. The lemma is inserted once at h and once at −h, and `ring` cancels the odd orders. The first-difference theorem has the same proof, except that the even orders cancel.

The bound on the stencil adds at most N forward displacements, at most N backward ones and the reference. In `cubicConstant_determined`, the goal is first multiplied by h², which is permitted because h ≠ 0. The main theorem then replaces both sides by second differences of gradients, and these agree by hypothesis. `quintic_error` needs no Taylor expansion: it differentiates x_j⁵ explicitly, evaluates at the three geometries and leaves the remaining identity to `ring`.
